# Reference and excitation entries of a similarity-transformed operator in a two-level coupled-cluster model

In a two-level model with reference state 0 and excited state 1, the cluster operator T takes state 0 to state 1 with real amplitude t, and a real 2×2 matrix A is dressed as exp(−T) A exp(T). The lemma `dressed_entries` gives two entries of the dressed matrix for every t and every A, symmetric or not: the (0,0) entry is A₀₀ + A₀₁t, and the (1,0) entry is A₁₀ + A₁₁t − A₀₀t − A₀₁t². The state exp(T)|0⟩ has components (1, t) and is not normalised to length one; the (0,0) entry is A's matrix element between the reference and this state, whose overlap is 1, and in general it is not the expectation value of A in that state. The attempt writes both exponentials as explicit matrices, then expands the matrix products with `simp`, calling `ring` for the second entry.

As first written in Lean, the proof fails:

```lean
import Mathlib

open Matrix

namespace TwoLevelCoupledCluster

noncomputable section

/-- The cluster operator `T`, which excites the reference state 0 to state 1 with amplitude `t`. -/
def cluster (t : ℝ) : Matrix (Fin 2) (Fin 2) ℝ := !![0, 0; t, 0]

/-- The similarity-transformed operator `exp(-T) A exp(T)`. -/
def dressed (t : ℝ) (A : Matrix (Fin 2) (Fin 2) ℝ) : Matrix (Fin 2) (Fin 2) ℝ :=
  IsNilpotent.exp (-cluster t) * A * IsNilpotent.exp (cluster t)

/-- The exponential of the cluster operator is `1 + T`, written out as a matrix. -/
theorem exp_cluster (t : ℝ) : IsNilpotent.exp (cluster t) = !![1, 0; t, 1] := by
  have h : cluster t ^ 2 = 0 := by
    rw [pow_two]
    ext i j
    fin_cases i <;> fin_cases j <;> simp [cluster, Matrix.mul_apply, Fin.sum_univ_succ]
  rw [IsNilpotent.exp_eq_sum h]
  ext i j
  fin_cases i <;> fin_cases j <;> simp [cluster, Finset.sum_range_succ]

/-- The reference and excitation entries of a dressed operator as polynomials in the amplitude. -/
theorem dressed_entries (t : ℝ) (A : Matrix (Fin 2) (Fin 2) ℝ) :
    dressed t A 0 0 = A 0 0 + A 0 1 * t ∧
    dressed t A 1 0 = A 1 0 + A 1 1 * t - A 0 0 * t - A 0 1 * (t * t) := by
  have hneg : -cluster t = cluster (-t) := by
    ext i j
    fin_cases i <;> fin_cases j <;> simp [cluster]
  rw [dressed, hneg, exp_cluster, exp_cluster]
  constructor
  · simp [Matrix.mul_apply, Fin.sum_univ_two]
  · simp [Matrix.mul_apply, Fin.sum_univ_two]
    ring

end

end TwoLevelCoupledCluster
```

Lean reports:

```
Main.lean:35:2: error: unsolved goals
case left
t : ℝ
A : Matrix (Fin 2) (Fin 2) ℝ
hneg : -cluster t = cluster (-t)
⊢ (![1, 0] ᵥ* A) 0 + (![1, 0] ᵥ* A) 1 * t = A 0 0 + A 0 1 * t
Try this:
  [apply] ring_nf
  
  The `ring` tactic failed to close the goal. Use `ring_nf` to obtain a normal form.
    
  Note that `ring` works primarily in *commutative* rings. If you have a noncommutative ring, abelian group or module, consider using `noncomm_ring`, `abel` or `module` instead.
Main.lean:36:2: error: unsolved goals
case right
t : ℝ
A : Matrix (Fin 2) (Fin 2) ℝ
hneg : -cluster t = cluster (-t)
⊢ t * (![-t, 1] ᵥ* A) 1 + (![-t, 1] ᵥ* A) 0 = t * A 1 1 - t * A 0 0 - t ^ 2 * A 0 1 + A 1 0
```

Diagnosis. Both errors report unsolved goals, and both goals contain terms such as `(![1, 0] ᵥ* A) 0`, an entry of a row vector times `A`. The call `simp [Matrix.mul_apply, Fin.sum_univ_two]` also uses Lean's default simplification rules, and these turned the inner product, an explicit matrix times `A`, into row-vector products. `Matrix.mul_apply` speaks of entries of a matrix product, so it does not apply to `ᵥ*`, and the sums inside were never written out. In the second part `ring` then ran, but it cannot look inside those terms, so it only rearranged the goal; the `ring_nf` suggestion comes from that failure and would not have helped.

The repair splits each `simp` in two. `simp only [Matrix.mul_apply, Fin.sum_univ_two]` uses just the two named lemmas, so both products become sums of entries before the default rules can interfere. The plain `simp` then evaluates the entries of the explicit matrices. That closes the first part, and leaves the second as polynomial algebra which the unchanged `ring` proves.

This version goes through:

```diff
@@ -33,6 +33,8 @@
   rw [dressed, hneg, exp_cluster, exp_cluster]
   constructor
-  · simp [Matrix.mul_apply, Fin.sum_univ_two]
-  · simp [Matrix.mul_apply, Fin.sum_univ_two]
+  · simp only [Matrix.mul_apply, Fin.sum_univ_two]
+    simp
+  · simp only [Matrix.mul_apply, Fin.sum_univ_two]
+    simp
     ring
 
```
